# An uncoupled zero block leaves a spectral sum integrable over all positive frequencies exactly when h(0) = 0

For a finite complex matrix that depends on frequency, the spectral sum adds the values of a function h at the eigenvalues, counted with algebraic multiplicity. The lemma `integrable_zero_block_iff` assumes that this sum is integrable over the positive frequencies, and joins to the matrix an uncoupled fragment whose block is zero at every frequency and has dimension at least one. It states that the enlarged matrix's spectral sum is integrable over the same range if and only if h(0) = 0; neither hermiticity of the matrix nor continuity of h is assumed. The attempt splits the enlarged sum into the old one plus the constant d·h(0), with d the dimension of the zero block. For the forward direction it subtracts the old integrand, so that the constant itself is integrable on the half-line, and asks `simpa` to conclude that h(0) = 0.

This version doesn't compile in Lean 4 with Mathlib:

```lean
import Mathlib

open Matrix MeasureTheory

namespace SigmaFunctional

noncomputable section

variable {m n o : Type*} [Fintype m] [DecidableEq m] [Fintype n] [DecidableEq n]
  [Fintype o] [DecidableEq o]

/-- The sum of `h` over the characteristic roots of `A`, counted with multiplicity. -/
def spectralSum (h : ℂ → ℂ) (A : Matrix m m ℂ) : ℂ :=
  (A.charpoly.roots.map h).sum

/-- Two uncoupled fragments: the block-diagonal matrix with blocks `A` and `B`. -/
def uncoupled (A : Matrix m m ℂ) (B : Matrix n n ℂ) : Matrix (m ⊕ n) (m ⊕ n) ℂ :=
  Matrix.fromBlocks A 0 0 B

/-- The spectral sum of two uncoupled fragments is the sum of the fragment values. -/
theorem spectralSum_uncoupled (h : ℂ → ℂ) (A : Matrix m m ℂ) (B : Matrix n n ℂ) :
    spectralSum h (uncoupled A B) = spectralSum h A + spectralSum h B := by
  -- the characteristic polynomial factorizes, so the multisets of roots add
  have hne : A.charpoly * B.charpoly ≠ 0 :=
    mul_ne_zero A.charpoly_monic.ne_zero B.charpoly_monic.ne_zero
  unfold spectralSum uncoupled
  rw [Matrix.charpoly_fromBlocks_zero₁₂, Polynomial.roots_mul hne,
    Multiset.map_add, Multiset.sum_add]

/-- The zero matrix has spectral sum equal to its dimension times `h 0`. -/
theorem spectralSum_zero (h : ℂ → ℂ) :
    spectralSum h (0 : Matrix n n ℂ) = (Fintype.card n : ℂ) * h 0 := by
  have hp : (0 : Matrix n n ℂ).charpoly = Polynomial.X ^ Fintype.card n := by
    simp [Matrix.charpoly, Matrix.charmatrix]
  unfold spectralSum
  rw [hp, Polynomial.roots_X_pow]
  simp [Multiset.map_nsmul, Multiset.sum_nsmul]

/-- If the spectral sum of `X` is integrable over frequency, it stays integrable after adding
a nonempty zero block if and only if `h 0 = 0`. -/
theorem integrable_zero_block_iff [Nonempty n] (h : ℂ → ℂ) (X : ℝ → Matrix m m ℂ)
    (hX : IntegrableOn (fun ω => spectralSum h (X ω)) (Set.Ioi 0)) :
    IntegrableOn (fun ω => spectralSum h (uncoupled (X ω) (0 : Matrix n n ℂ))) (Set.Ioi 0)
      ↔ h 0 = 0 := by
  simp only [spectralSum_uncoupled, spectralSum_zero]
  constructor
  · intro hs
    -- the difference of the two integrands is a constant on a half-line of infinite length
    have hc : IntegrableOn (fun _ : ℝ => (Fintype.card n : ℂ) * h 0) (Set.Ioi 0) := by
      have hd := Integrable.sub hs hX
      refine hd.congr (Filter.Eventually.of_forall fun ω => ?_)
      simp
    simpa [integrableOn_const_iff] using hc
  · intro h0
    simpa [h0] using hX

end

end SigmaFunctional
```

The compiler's answer:

```
Main.lean:53:4: error: Type mismatch: After simplification, term
  hc
 has type
  IntegrableOn (fun x => ↑(Fintype.card n) * h 0) (Set.Ioi 0) volume
but is expected to have type
  h 0 = 0
```

What went wrong. The message says that, after simplification, `hc` still states the integrability of a constant, while the goal is `h 0 = 0`. So `integrableOn_const_iff`, though given to `simpa`, did not turn `hc` into a condition on the constant; the message does not say why the rewrite failed to apply.

The repair takes the step by hand. `hc'` restates `hc` as `Integrable` for the volume restricted to the half-line, the form that `integrable_const_iff` takes. That lemma, applied explicitly, leaves two cases: the constant is zero, or the restricted measure is finite. In the first, the product `(Fintype.card n : ℂ) * h 0` vanishes, and since `n` is nonempty its cardinality is not zero, so `h 0 = 0`. In the second, `Measure.restrict_apply_univ` and `Real.volume_Ioi` turn finiteness into the claim that infinity is less than itself, which `lt_irrefl` refutes.

The repair, with which the file compiles:

```diff
@@ -51,5 +51,11 @@
       refine hd.congr (Filter.Eventually.of_forall fun ω => ?_)
       simp
-    simpa [integrableOn_const_iff] using hc
+    have hc' : Integrable (fun _ : ℝ => (Fintype.card n : ℂ) * h 0)
+        (volume.restrict (Set.Ioi (0 : ℝ))) := hc
+    rcases integrable_const_iff.1 hc' with hz | hfin
+    · exact (mul_eq_zero.1 hz).resolve_left (Nat.cast_ne_zero.mpr Fintype.card_ne_zero)
+    · have hlt := hfin.measure_univ_lt_top
+      rw [Measure.restrict_apply_univ, Real.volume_Ioi] at hlt
+      exact absurd hlt (lt_irrefl _)
   · intro h0
     simpa [h0] using hX
```
